# With a linear, trace-self-adjoint mean field and unique aufbau steps, SCF iteration never raises the two-state functional

## One particle that keeps changing level

Put one particle on two levels, labelled 0 and 1, with energies 0 and 1, and let occupation of a level raise its energy by 2. Start with level 0 filled. The mean field now places the levels at 2 and 1, so the next state fills level 1. In the field of that state the levels lie at 0 and 3, and the particle returns to level 0. The self-consistent-field (SCF) iteration oscillates for ever.

The mean-field energy $E(P)=\mathrm{tr}(hP)+\tfrac12\mathrm{tr}(G(P)P)$, with $h=\mathrm{diag}(0,1)$ and $G(P)=2P$, alternates between 1 and 2, so it does not decrease along the iteration. A functional of two successive states behaves better:

$$L(P,Q)=\mathrm{tr}(hP)+\mathrm{tr}(hQ)+\mathrm{tr}(G(P)Q).$$

Here it equals $0+1+0=1$ at every step. In general it never increases if $G$ is linear and trace-self-adjoint and each new state is the unique minimizer in the field of the previous one. It stays constant over a step exactly when the states two apart coincide.

## States, field and iteration

Work in a finite orthonormal basis of spin orbitals, indexed by `n`. States and operators are complex matrices.

```lean
import Mathlib

open Matrix

namespace SCFDescent

variable {n : Type*} [Fintype n]
```

Energies are traces of products. The real part is taken, so $h$ need not be assumed Hermitian, nor $G$ to preserve Hermiticity. When both hold, as in physics, the traces below are already real. From here on, $\mathrm{tr}$ in an energy means this real part.

```lean
/-- The real trace pairing `Re tr(AB)`. -/
def trPair (A B : Matrix n n ℂ) : ℝ := (trace (A * B)).re
```

A determinant with $N$ occupied orbitals has a density matrix $P=P^\dagger=P^2$ with $\mathrm{tr}\,P=N$. For a projector the trace is the rank.

```lean
/-- `P` is an orthogonal projector of trace `N`: the density matrix of a determinant
with `N` occupied orbitals. -/
def IsProjector (N : ℕ) (P : Matrix n n ℂ) : Prop :=
  P.IsHermitian ∧ P * P = P ∧ P.trace = (N : ℂ)
```

The interaction $G$ turns a density matrix into a mean field. It is real-linear, as in Hartree–Fock theory; a general Kohn–Sham exchange-correlation potential is not. Self-adjointness, $\mathrm{tr}(G(A)B)=\mathrm{tr}(A\,G(B))$ for Hermitian $A,B$, says that the energy of $B$ in the field of $A$ equals that of $A$ in the field of $B$, as it does for a symmetric pair interaction.

```lean
/-- The mean-field interaction `G` is self-adjoint for the trace pairing on Hermitian matrices. -/
def TraceSelfAdjoint (G : Matrix n n ℂ →ₗ[ℝ] Matrix n n ℂ) : Prop :=
  ∀ A B : Matrix n n ℂ, A.IsHermitian → B.IsHermitian → trPair (G A) B = trPair A (G B)
```

The Fock matrix is $F(P)=h+G(P)$.

```lean
/-- The Fock matrix `h + G(P)` built from the density matrix `P`. -/
noncomputable def fock (h : Matrix n n ℂ) (G : Matrix n n ℂ →ₗ[ℝ] Matrix n n ℂ) (P : Matrix n n ℂ) :
    Matrix n n ℂ := h + G P
```

The aufbau step fills the $N$ lowest orbitals of $F$, which minimizes $\mathrm{tr}(FQ)$ over rank-$N$ projectors $Q$. `IsAufbau` asks for more than the textbook word does: every other projector must have strictly higher energy. For Hermitian $F$ and $N$ strictly between 0 and the dimension, this means a positive gap between the highest occupied and lowest empty orbital.

```lean
/-- `Q` is the unique minimizer of `Re tr(FQ)` among the rank-`N` projectors. -/
def IsAufbau (N : ℕ) (F Q : Matrix n n ℂ) : Prop :=
  IsProjector N Q ∧ ∀ R, IsProjector N R → R ≠ Q → trPair F Q < trPair F R
```

The iteration starts from any rank-$N$ projector $P_0$, and $P_{k+1}$ is the aufbau solution for $F(P_k)$. In Lean, $P_k$ is `P k`. The gap at every step is assumed, not derived.

```lean
/-- A self-consistent-field iteration: it starts from a rank-`N` projector, and each new density
matrix is the unique aufbau solution for the Fock matrix of the previous one. -/
def IsSCF (N : ℕ) (h : Matrix n n ℂ) (G : Matrix n n ℂ →ₗ[ℝ] Matrix n n ℂ)
    (P : ℕ → Matrix n n ℂ) : Prop :=
  IsProjector N (P 0) ∧ ∀ k, IsAufbau N (fock h G (P k)) (P (k + 1))
```

The functional $L$ is called `pairEnergy`. It is not the energy of one state: on equal arguments, $L(P,P)=2E(P)$.

```lean
/-- The two-state functional `tr(hP) + tr(hQ) + tr(G(P)Q)`, with real parts taken. -/
noncomputable def pairEnergy (h : Matrix n n ℂ) (G : Matrix n n ℂ →ₗ[ℝ] Matrix n n ℂ)
    (P Q : Matrix n n ℂ) : ℝ := trPair h P + trPair h Q + trPair (G P) Q
```

## Exchanging the two states

Exchanging $A$ and $B$ in $L$ leaves the one-body terms alone. For the interaction term, self-adjointness and cyclicity of the trace give

$$\mathrm{tr}(G(A)B)=\mathrm{tr}(A\,G(B))=\mathrm{tr}(G(B)A),$$

so $L(A,B)=L(B,A)$. In the proof, `hG` supplies the first equality and `Matrix.trace_mul_comm` the second.

```lean
variable {N : ℕ} {h : Matrix n n ℂ} {G : Matrix n n ℂ →ₗ[ℝ] Matrix n n ℂ}
  {P : ℕ → Matrix n n ℂ}

/-- For a trace-self-adjoint interaction, the two-state functional is symmetric in its two
Hermitian arguments. -/
theorem pairEnergy_symm (hG : TraceSelfAdjoint G) {A B : Matrix n n ℂ}
    (hA : A.IsHermitian) (hB : B.IsHermitian) :
    pairEnergy h G A B = pairEnergy h G B A := by
  have e : trPair A (G B) = trPair (G B) A := by
    unfold trPair
    rw [Matrix.trace_mul_comm]
  unfold pairEnergy
  rw [hG A B hA hB, e]
  ring
```

Grouping the terms that contain $B$ gives

$$L(A,B)=\mathrm{tr}(hA)+\mathrm{tr}(F(A)B).$$

With $A$ fixed, minimizing the Fock energy of $B$ therefore minimizes $L$ in its second argument.

```lean
/-- The two-state functional is the one-body energy of the first state plus the energy of the
second state in the Fock field of the first. -/
theorem pairEnergy_eq_fock (A B : Matrix n n ℂ) :
    pairEnergy h G A B = trPair h A + trPair (fock h G A) B := by
  simp only [pairEnergy, fock, trPair, Matrix.add_mul, Matrix.trace_add, Complex.add_re]
  ring
```

Two different unique minimizers of the same $F$ would each lie strictly below the other, which is impossible. Equal Fock matrices thus have equal successors.

```lean
/-- A Fock matrix has at most one unique-minimizer aufbau solution. -/
theorem aufbau_unique {F Q R : Matrix n n ℂ} (hQ : IsAufbau N F Q) (hR : IsAufbau N F R) :
    Q = R := by
  by_contra hne
  exact lt_asymm (hQ.2 R hR.1 (Ne.symm hne)) (hR.2 Q hQ.1 hne)
```

## Descent, with the old state as competitor

In the field of $P_{k+1}$, the winner is $P_{k+2}$, and $P_k$ is one of the projectors it has to beat. If $P_{k+2}\neq P_k$, then

$$\begin{aligned}
L(P_{k+1},P_{k+2})&=\mathrm{tr}(hP_{k+1})+\mathrm{tr}(F(P_{k+1})P_{k+2})\\
&<\mathrm{tr}(hP_{k+1})+\mathrm{tr}(F(P_{k+1})P_k)\\
&=L(P_{k+1},P_k)=L(P_k,P_{k+1}).
\end{aligned}$$

If $P_{k+2}=P_k$, symmetry alone gives equality. The two cases together give both the monotonicity and the equality condition.

The theorem states them as a conjunction: `Antitone` says that $k\mapsto L(P_k,P_{k+1})$ never increases, and the second part is an equivalence for every $k$. In the proof, `strict` is the displayed chain, with `h1` as its inequality, and `stall` is the equality case. `antitone_nat_of_succ_le` extends the one-step comparison to all later steps.

```lean
/-- Along an SCF iteration with trace-self-adjoint interaction, the two-state functional of
successive iterates never increases, and it is unchanged over a step exactly when the iterates
two apart coincide. -/
theorem scf_descent (hG : TraceSelfAdjoint G) (hP : IsSCF N h G P) :
    Antitone (fun k => pairEnergy h G (P k) (P (k + 1))) ∧
    ∀ k, pairEnergy h G (P (k + 1)) (P (k + 2)) = pairEnergy h G (P k) (P (k + 1)) ↔
      P (k + 2) = P k := by
  have proj : ∀ k, IsProjector N (P k) := by
    intro k
    cases k with
    | zero => exact hP.1
    | succ k => exact (hP.2 k).1
  have symm : ∀ k, pairEnergy h G (P k) (P (k + 1)) = pairEnergy h G (P (k + 1)) (P k) :=
    fun k => pairEnergy_symm hG (proj k).1 (proj (k + 1)).1
  -- the old state `P k` competes with `P (k + 2)` in the field of `P (k + 1)`
  have strict : ∀ k, P (k + 2) ≠ P k →
      pairEnergy h G (P (k + 1)) (P (k + 2)) < pairEnergy h G (P k) (P (k + 1)) := by
    intro k hne
    have h1 : trPair (fock h G (P (k + 1))) (P (k + 2)) <
        trPair (fock h G (P (k + 1))) (P k) := (hP.2 (k + 1)).2 (P k) (proj k) (Ne.symm hne)
    rw [symm k, pairEnergy_eq_fock, pairEnergy_eq_fock]
    linarith
  have stall : ∀ k, P (k + 2) = P k →
      pairEnergy h G (P (k + 1)) (P (k + 2)) = pairEnergy h G (P k) (P (k + 1)) := by
    intro k he
    rw [he, symm k]
  refine ⟨antitone_nat_of_succ_le fun k => ?_, fun k => ⟨fun he => ?_, stall k⟩⟩
  · by_cases he : P (k + 2) = P k
    · exact (stall k he).le
    · exact (strict k he).le
  · by_contra hne
    exact (strict k hne).ne he
```

Without interaction, $G=0$, the Fock matrix is always $h$, and all states from $P_1$ on are equal. The functional then drops at most once, from $\mathrm{tr}(hP_0)+\mathrm{tr}(hP_1)$ to $2\,\mathrm{tr}(hP_1)$.

## Stalls and cycles

Suppose the functional is unchanged from step $k$ to step $k+1$. Then $P_{k+2}=P_k$, so $F(P_{k+2})=F(P_k)$, and uniqueness gives $P_{k+3}=P_{k+1}$. Repeating the argument gives $P_{k+j+2}=P_{k+j}$ for every $j\ge 0$. This is the induction on `j` below. The outcome may be a fixed point, which also repeats after two steps.

```lean
/-- With a trace-self-adjoint interaction, once the functional is unchanged over one step, the
SCF iteration repeats with period two from there on. -/
theorem stalled_forever (hG : TraceSelfAdjoint G) (hP : IsSCF N h G P) {k : ℕ}
    (hk : pairEnergy h G (P (k + 1)) (P (k + 2)) = pairEnergy h G (P k) (P (k + 1))) (j : ℕ) :
    P (k + j + 2) = P (k + j) := by
  induction j with
  | zero => exact ((scf_descent hG hP).2 k).1 hk
  | succ j ih =>
    -- equal Fock matrices have equal aufbau solutions
    have a : IsAufbau N (fock h G (P (k + j + 2))) (P (k + j + 3)) := hP.2 (k + j + 2)
    rw [ih] at a
    exact aufbau_unique a (hP.2 (k + j))
```

Now suppose that $P_{k+m}=P_k$ for some $m\ge 1$. The successors agree too, $P_{k+m+1}=P_{k+1}$, and descent gives

$$L(P_k,P_{k+1})\ge L(P_{k+1},P_{k+2})\ge L(P_{k+m},P_{k+m+1})=L(P_k,P_{k+1}).$$

All terms are equal, hence $P_{k+2}=P_k$. In the proof, `next` is the agreement of successors, `b` is the second inequality with its right-hand side rewritten, and `le_antisymm` closes the chain.

```lean
/-- With a trace-self-adjoint interaction, an SCF iteration that returns to an earlier state after
any positive number of steps already returns to it after two. -/
theorem no_long_cycles (hG : TraceSelfAdjoint G) (hP : IsSCF N h G P) {k m : ℕ}
    (hm : 0 < m) (hcyc : P (k + m) = P k) : P (k + 2) = P k := by
  obtain ⟨anti, stall⟩ := scf_descent hG hP
  have a := hP.2 (k + m)
  rw [hcyc] at a
  have next : P (k + m + 1) = P (k + 1) := aufbau_unique a (hP.2 k)
  have b : pairEnergy h G (P (k + m)) (P (k + m + 1)) ≤
      pairEnergy h G (P (k + 1)) (P (k + 2)) := anti (show k + 1 ≤ k + m by omega)
  rw [hcyc, next] at b
  exact (stall k).1 (le_antisymm (anti (Nat.le_succ k)) b)
```

For undamped Hartree–Fock iterations in a finite basis, with a gap at every step, this rules out cycles whose shortest period is three or more. It does not say that the states converge. To apply it to a program, one must still identify the program's update with this iteration; density mixing or DIIS extrapolation changes the Fock matrix that is diagonalized.

## Oscillation requires tr(G(D)D) > 0 for the difference D of the two states

Let $A=P_k$ and $B=P_{k+1}$ be different, with $P_{k+2}=A$. Each state wins in the field of the other:

$$\mathrm{tr}(F(A)B)<\mathrm{tr}(F(A)A),\qquad \mathrm{tr}(F(B)A)<\mathrm{tr}(F(B)B).$$

When these are added, the terms in $h$ cancel. With $D=B-A$ and linearity of $G$, what remains is

$$0<\mathrm{tr}(G(A)A)+\mathrm{tr}(G(B)B)-\mathrm{tr}(G(A)B)-\mathrm{tr}(G(B)A)=\mathrm{tr}(G(D)D).$$

The inequalities are `h1` and `h2`; `map_sub` uses the linearity, and `linarith` does the addition. Self-adjointness is not needed here. The condition is necessary for oscillation; the theorem does not make it sufficient. Despite the theorem's name, it concerns the difference $D$, and the interaction itself need not be repulsive. With $h=\mathrm{diag}(0,1)$ and the attractive field $G(P)=\mathrm{diag}(-2P_{11},-2P_{00})$, the iteration also alternates between the two levels, while $\mathrm{tr}(G(P)P)=0$ in both states.

```lean
/-- If an SCF iteration oscillates between two different states, the interaction energy
`Re tr(G(D)D)` of their difference `D` is strictly positive. -/
theorem oscillation_needs_repulsion (hP : IsSCF N h G P) {k : ℕ}
    (hcyc : P (k + 2) = P k) (hne : P (k + 1) ≠ P k) :
    0 < trPair (G (P (k + 1) - P k)) (P (k + 1) - P k) := by
  have p1 : IsProjector N (P (k + 1)) := (hP.2 k).1
  have a : IsAufbau N (fock h G (P (k + 1))) (P (k + 2)) := hP.2 (k + 1)
  rw [hcyc] at a
  -- each state beats the other in the other's field
  have h1 := (hP.2 k).2 (P k) a.1 (Ne.symm hne)
  have h2 := a.2 (P (k + 1)) p1 hne
  simp only [fock, trPair, Matrix.add_mul, Matrix.trace_add, Complex.add_re] at h1 h2
  simp only [trPair, map_sub, Matrix.sub_mul, Matrix.mul_sub, Matrix.trace_sub, Complex.sub_re]
  linarith
```

## The two-level oscillation checked

To confirm the opening example, each state must beat all rank-one projectors, including superpositions of the two levels. For a projector $R$, the diagonal of $R^2=R$ reads

$$R_{ii}=\sum_j R_{ij}R_{ji}=\sum_j |R_{ij}|^2.$$

An orbital with no occupation therefore has a vanishing row.

```lean
/-- If an orbital has no occupation in a projector, its whole row of the density matrix
vanishes. -/
theorem empty_orbital_row {R : Matrix n n ℂ} (hR : IsProjector N R) {i : n}
    (hi : (R i i).re ≤ 0) (j : n) : R i j = 0 := by
  have e : (R i i).re = ∑ j, Complex.normSq (R i j) := by
    have h1 := congrFun (congrFun hR.2.1 i) i
    rw [Matrix.mul_apply] at h1
    rw [← h1, Complex.re_sum]
    refine Finset.sum_congr rfl fun j _ => ?_
    rw [← hR.1.apply j i]
    simp [Complex.normSq_apply, Complex.mul_re]
  have s : Complex.normSq (R i j) ≤ ∑ j, Complex.normSq (R i j) :=
    Finset.single_le_sum (f := fun j => Complex.normSq (R i j))
      (fun j _ => Complex.normSq_nonneg _) (Finset.mem_univ j)
  exact Complex.normSq_eq_zero.1 (le_antisymm (by linarith) (Complex.normSq_nonneg _))
```

Let $R$ have trace 1. In the field of filled level 0, $F=\mathrm{diag}(2,1)$ and

$$\mathrm{tr}(FR)=2R_{00}+R_{11}=1+R_{00}.$$

If $R_{00}=0$, row 0 vanishes, Hermiticity removes column 0, and the trace forces $R=\mathrm{diag}(0,1)$. Every other $R$ has $R_{00}>0$ and lies above the minimum 1. In the field of filled level 1, $F=\mathrm{diag}(0,3)$ and $\mathrm{tr}(FR)=3R_{11}$, which is positive unless $R=\mathrm{diag}(1,0)$ by the same argument.

In the proof, `p1` and `p2` verify the two projectors, `f1` and `f2` the two Fock matrices, and `hpos` the strict positivity. The split on `Even k` treats the two fields in turn. Here $D=\pm\mathrm{diag}(-1,1)$ and $\mathrm{tr}(G(D)D)=4$, positive as required.

The constant 2 is the interaction strength. It exceeds the level spacing 1, so filling the lower level lifts it above the empty one. This is a model field: in Hartree–Fock theory the self-interaction of a single electron would cancel.

```lean
/-- One particle on two levels of energies 0 and 1 with interaction `G(P) = 2P`: the sequence that
alternates between the two levels is an SCF iteration, and `G` is trace-self-adjoint. -/
theorem two_level_witness :
    TraceSelfAdjoint ((2 : ℝ) • (LinearMap.id : Matrix (Fin 2) (Fin 2) ℂ →ₗ[ℝ] _)) ∧
    IsSCF 1 !![0, 0; 0, 1] ((2 : ℝ) • (LinearMap.id : Matrix (Fin 2) (Fin 2) ℂ →ₗ[ℝ] _))
      (fun k => if Even k then !![1, 0; 0, 0] else !![0, 0; 0, 1]) := by
  have p1 : IsProjector 1 (!![1, 0; 0, 0] : Matrix (Fin 2) (Fin 2) ℂ) := by
    refine ⟨Matrix.IsHermitian.ext fun i j => ?_, ?_, by simp [Matrix.trace_fin_two]⟩
    · fin_cases i <;> fin_cases j <;> simp
    · ext i j
      fin_cases i <;> fin_cases j <;> simp [Matrix.mul_apply, Fin.sum_univ_two]
  have p2 : IsProjector 1 (!![0, 0; 0, 1] : Matrix (Fin 2) (Fin 2) ℂ) := by
    refine ⟨Matrix.IsHermitian.ext fun i j => ?_, ?_, by simp [Matrix.trace_fin_two]⟩
    · fin_cases i <;> fin_cases j <;> simp
    · ext i j
      fin_cases i <;> fin_cases j <;> simp [Matrix.mul_apply, Fin.sum_univ_two]
  -- the Fock matrices are diag(2, 1) and diag(0, 3)
  have f1 : fock !![0, 0; 0, 1] ((2 : ℝ) • (LinearMap.id : Matrix (Fin 2) (Fin 2) ℂ →ₗ[ℝ] _))
      !![1, 0; 0, 0] = !![2, 0; 0, 1] := by
    ext i j
    fin_cases i <;> fin_cases j <;> norm_num [fock]
  have f2 : fock !![0, 0; 0, 1] ((2 : ℝ) • (LinearMap.id : Matrix (Fin 2) (Fin 2) ℂ →ₗ[ℝ] _))
      !![0, 0; 0, 1] = !![0, 0; 0, 3] := by
    ext i j
    fin_cases i <;> fin_cases j <;> norm_num [fock]
  refine ⟨fun A B _ _ => by simp [trPair], ?_, fun k => ?_⟩
  · have h0 : Even (0 : ℕ) := ⟨0, rfl⟩
    simp only [h0, if_true]
    exact p1
  by_cases hk : Even k
  · have hk' : ¬ Even (k + 1) := by simpa [Nat.even_add_one] using hk
    simp only [hk, hk', if_true, if_false]
    rw [f1]
    refine ⟨p2, fun R hR hne => ?_⟩
    have ht : R 0 0 + R 1 1 = 1 := by simpa [Matrix.trace_fin_two] using hR.2.2
    have hre : (R 0 0).re + (R 1 1).re = 1 := by simpa using congrArg Complex.re ht
    have hpos : 0 < (R 0 0).re := by
      by_contra hc
      have r := empty_orbital_row hR (not_lt.1 hc)
      have h10 : R 1 0 = 0 := by rw [← hR.1.apply 1 0, r 1, star_zero]
      have h11 : R 1 1 = 1 := by simpa [r 0] using ht
      apply hne
      ext i j
      fin_cases i <;> fin_cases j <;> simp [r, h10, h11]
    simp only [trPair, Matrix.trace_fin_two, Matrix.mul_apply, Fin.sum_univ_two]
    simp
    linarith
  · have hk' : Even (k + 1) := by simpa [Nat.even_add_one] using hk
    simp only [hk, hk', if_true, if_false]
    rw [f2]
    refine ⟨p1, fun R hR hne => ?_⟩
    have ht : R 0 0 + R 1 1 = 1 := by simpa [Matrix.trace_fin_two] using hR.2.2
    have hpos : 0 < (R 1 1).re := by
      by_contra hc
      have r := empty_orbital_row hR (not_lt.1 hc)
      have h01 : R 0 1 = 0 := by rw [← hR.1.apply 0 1, r 0, star_zero]
      have h00 : R 0 0 = 1 := by simpa [r 1] using ht
      apply hne
      ext i j
      fin_cases i <;> fin_cases j <;> simp [r, h01, h00]
    simp only [trPair, Matrix.trace_fin_two, Matrix.mul_apply, Fin.sum_univ_two]
    simpa using hpos

end SCFDescent
```

```lean
#print axioms SCFDescent.scf_descent
-- 'SCFDescent.scf_descent' depends on axioms: [propext, Classical.choice, Quot.sound]
#print axioms SCFDescent.stalled_forever
-- 'SCFDescent.stalled_forever' depends on axioms: [propext, Classical.choice, Quot.sound]
#print axioms SCFDescent.no_long_cycles
-- 'SCFDescent.no_long_cycles' depends on axioms: [propext, Classical.choice, Quot.sound]
#print axioms SCFDescent.oscillation_needs_repulsion
-- 'SCFDescent.oscillation_needs_repulsion' depends on axioms: [propext, Classical.choice, Quot.sound]
```
